# A property additive over two disjoint nonempty parts on every subcluster gives their union zero weight

A cluster $c$ is a finite set of sites with $|c|$ elements, a property $P$ assigns a value to each cluster, and the weight of $c$ is $W_P(c)=\sum_{S\subseteq c}(-1)^{|c|-|S|}P(S)$, with $S=\emptyset$ and $S=c$ included. The property decouples over clusters $A$ and $B$ when $P(S)=P(S\cap A)+P(S\cap B)$ for every $S\subseteq A\cup B$.

In Lean 4 with Mathlib:

```lean
import Mathlib

open Finset

namespace LinkedCluster

variable {α G : Type*} [DecidableEq α] [AddCommGroup G]

/-- The weight of the cluster `c` for the property `P`: the sum of `P S` over all subclusters
`S ⊆ c` with sign `(-1)^(|c| - |S|)`. -/
def weight (c : Finset α) (P : Finset α → G) : G :=
  ∑ S ∈ c.powerset, (-1 : ℤ) ^ (c.card - S.card) • P S

/-- `P` decouples over `A` and `B`: on every subcluster of `A ∪ B` it is the sum of its values
on the part in `A` and on the part in `B`. -/
def Decouples (P : Finset α → G) (A B : Finset α) : Prop :=
  ∀ S ⊆ A ∪ B, P S = P (S ∩ A) + P (S ∩ B)

/-- The weight of `c` enlarged by a new site `a` is the weight on `c` of the change of `P`
upon adding `a`. -/
theorem weight_insert {a : α} {c : Finset α} (ha : a ∉ c) (P : Finset α → G) :
    weight (insert a c) P = weight c (fun S => P (insert a S) - P S) := by
  simp only [weight]
  -- pair each `S ⊆ c` with `insert a S`; the two carry opposite signs
  rw [Finset.sum_powerset_insert ha, ← Finset.sum_add_distrib]
  refine Finset.sum_congr rfl fun S hS => ?_
  have hsub : S ⊆ c := mem_powerset.1 hS
  have haS : a ∉ S := fun h => ha (hsub h)
  have hle : S.card ≤ c.card := card_le_card hsub
  have h1 : c.card + 1 - S.card = (c.card - S.card) + 1 := by omega
  have h2 : c.card + 1 - (S.card + 1) = c.card - S.card := by omega
  rw [card_insert_of_notMem ha, card_insert_of_notMem haS, h1, h2, pow_succ, smul_sub,
    mul_neg_one, neg_smul]
  abel

/-- A property that depends only on the part of the subcluster inside a region `A` has zero
weight on every cluster not contained in `A`. -/
theorem weight_local (f : Finset α → G) {c A : Finset α} (h : ¬ c ⊆ A) :
    weight c (fun S => f (S ∩ A)) = 0 := by
  obtain ⟨a, hac, haA⟩ := Finset.not_subset.1 h
  obtain ⟨d, had, rfl⟩ : ∃ d, a ∉ d ∧ c = insert a d :=
    ⟨c.erase a, notMem_erase a c, (insert_erase hac).symm⟩
  -- the site `a` is invisible from inside `A`
  have hins : ∀ S : Finset α, insert a S ∩ A = S ∩ A := by
    intro S
    ext x
    simp only [mem_inter, mem_insert]
    constructor
    · rintro ⟨rfl | h', hx⟩
      · exact absurd hx haA
      · exact ⟨h', hx⟩
    · rintro ⟨h', hx⟩
      exact ⟨Or.inr h', hx⟩
  rw [weight_insert had]
  simp [weight, hins]

/-- If on the subclusters of `c` the property is a finite sum of terms, each depending only on
the part inside a region `A i` that does not contain `c`, then the weight of `c` vanishes. -/
theorem weight_eq_zero_of_sum_local {ι : Type*} (I : Finset ι) (A : ι → Finset α)
    (f : ι → Finset α → G) {c : Finset α} {P : Finset α → G} (hA : ∀ i ∈ I, ¬ c ⊆ A i)
    (hP : ∀ S ⊆ c, P S = ∑ i ∈ I, f i (S ∩ A i)) : weight c P = 0 := by
  have hlin : weight c P = ∑ i ∈ I, weight c (fun S => f i (S ∩ A i)) := by
    simp only [weight]
    rw [Finset.sum_comm]
    refine Finset.sum_congr rfl fun S hS => ?_
    rw [hP S (mem_powerset.1 hS), Finset.smul_sum]
  rw [hlin]
  exact Finset.sum_eq_zero fun i hi => weight_local (f i) (hA i hi)

/-- If `P` decouples over disjoint `A` and `B`, every subcluster of `A ∪ B` with sites in both
has zero weight. -/
theorem weight_eq_zero_of_meets_both {P : Finset α → G} {A B T : Finset α}
    (hAB : Disjoint A B) (hP : Decouples P A B) (hT : T ⊆ A ∪ B)
    (hA : (T ∩ A).Nonempty) (hB : (T ∩ B).Nonempty) : weight T P = 0 := by
  obtain ⟨a, ha⟩ := hA
  obtain ⟨b, hb⟩ := hB
  have hTA : ¬ T ⊆ A := fun h =>
    Finset.disjoint_left.1 hAB (h (mem_inter.1 hb).1) (mem_inter.1 hb).2
  have hTB : ¬ T ⊆ B := fun h =>
    Finset.disjoint_left.1 hAB (mem_inter.1 ha).2 (h (mem_inter.1 ha).1)
  -- the weight is linear in the property
  have hlin : weight T P
      = weight T (fun S => P (S ∩ A)) + weight T (fun S => P (S ∩ B)) := by
    simp only [weight]
    rw [← Finset.sum_add_distrib]
    refine Finset.sum_congr rfl fun S hS => ?_
    rw [hP S ((mem_powerset.1 hS).trans hT), smul_add]
  rw [hlin, weight_local P hTA, weight_local P hTB, add_zero]

/-- A cluster that is the disjoint union of two nonempty parts over which `P` decouples has
zero weight. -/
theorem weight_disconnected {P : Finset α → G} {A B : Finset α} (hAB : Disjoint A B)
    (hA : A.Nonempty) (hB : B.Nonempty) (hP : Decouples P A B) : weight (A ∪ B) P = 0 := by
  obtain ⟨a, ha⟩ := hA
  obtain ⟨b, hb⟩ := hB
  exact weight_eq_zero_of_meets_both hAB hP (Finset.Subset.refl _)
    ⟨a, mem_inter.2 ⟨mem_union_left _ ha, ha⟩⟩ ⟨b, mem_inter.2 ⟨mem_union_right _ hb, hb⟩⟩

/-- For disjoint `A` and `B`, the property decouples exactly when it vanishes on the empty
cluster and all subclusters of `A ∪ B` with sites in both parts have zero weight. -/
theorem decouples_iff {P : Finset α → G} {A B : Finset α} (hAB : Disjoint A B) :
    Decouples P A B ↔ P ∅ = 0 ∧
      ∀ T ⊆ A ∪ B, (T ∩ A).Nonempty → (T ∩ B).Nonempty → weight T P = 0 := by
  constructor
  · intro h
    refine ⟨?_, fun T hT hA hB => weight_eq_zero_of_meets_both hAB h hT hA hB⟩
    simpa using h ∅ (empty_subset _)
  · rintro ⟨h0, hW⟩
    unfold Decouples
    intro S
    induction S using Finset.strongInduction with
    | H S ih =>
      intro hS
      by_cases hA : (S ∩ A).Nonempty
      · by_cases hB : (S ∩ B).Nonempty
        · have h1 := hW S hS hA hB
          obtain ⟨a, ha⟩ := hA
          obtain ⟨b, hb⟩ := hB
          have h2 := weight_local P (c := S) (A := A) fun h =>
            Finset.disjoint_left.1 hAB (h (mem_inter.1 hb).1) (mem_inter.1 hb).2
          have h3 := weight_local P (c := S) (A := B) fun h =>
            Finset.disjoint_left.1 hAB (mem_inter.1 ha).2 (h (mem_inter.1 ha).1)
          -- the defect of additivity has zero weight on `S`
          have hQ : ∑ U ∈ S.powerset,
              (-1 : ℤ) ^ (S.card - U.card) • (P U - P (U ∩ A) - P (U ∩ B)) = 0 := by
            simp only [weight] at h1 h2 h3
            simp only [smul_sub, Finset.sum_sub_distrib]
            rw [h1, h2, h3]
            simp
          -- and vanishes on proper subclusters, so only the top term is left
          have hz : ∀ U ∈ S.powerset, U ≠ S →
              (-1 : ℤ) ^ (S.card - U.card) • (P U - P (U ∩ A) - P (U ∩ B)) = 0 := by
            intro U hU hne
            have hsub : U ⊆ S := mem_powerset.1 hU
            have hU' := ih U (Finset.ssubset_iff_subset_ne.2 ⟨hsub, hne⟩) (hsub.trans hS)
            rw [sub_sub, ← hU', sub_self, smul_zero]
          rw [Finset.sum_eq_single_of_mem S (mem_powerset_self S) hz] at hQ
          simp only [Nat.sub_self, pow_zero, one_smul] at hQ
          rw [sub_sub] at hQ
          exact sub_eq_zero.1 hQ
        · have e : S ∩ B = ∅ := Finset.not_nonempty_iff_eq_empty.1 hB
          have e' : S ∩ A = S := Finset.inter_eq_left.2 fun x hx =>
            (mem_union.1 (hS hx)).resolve_right fun hb => hB ⟨x, mem_inter.2 ⟨hx, hb⟩⟩
          rw [e, e', h0, add_zero]
      · have e : S ∩ A = ∅ := Finset.not_nonempty_iff_eq_empty.1 hA
        have e' : S ∩ B = S := Finset.inter_eq_left.2 fun x hx =>
          (mem_union.1 (hS hx)).resolve_left fun ha => hA ⟨x, mem_inter.2 ⟨hx, ha⟩⟩
        rw [e, e', h0, zero_add]

/-- If `A` and `B` are disjoint and nonempty and, on every subcluster `S` of `A ∪ B`, the partition
function is positive and equals `Z (S ∩ A) * Z (S ∩ B)`, then its logarithm has zero weight on their
union. -/
theorem weight_log_partition {Z : Finset α → ℝ} {A B : Finset α} (hAB : Disjoint A B)
    (hA : A.Nonempty) (hB : B.Nonempty) (hpos : ∀ S ⊆ A ∪ B, 0 < Z S)
    (hZ : ∀ S ⊆ A ∪ B, Z S = Z (S ∩ A) * Z (S ∩ B)) :
    weight (A ∪ B) (fun S => Real.log (Z S)) = 0 := by
  refine weight_disconnected hAB hA hB fun S hS => ?_
  show Real.log (Z S) = Real.log (Z (S ∩ A)) + Real.log (Z (S ∩ B))
  rw [hZ S hS, Real.log_mul (hpos _ (inter_subset_left.trans hS)).ne'
    (hpos _ (inter_subset_left.trans hS)).ne']

/-- Energy on three sites: one unit for the bond between sites `0` and `1` when both are
present, and one unit for site `2`. -/
def dimerPlusSite (S : Finset (Fin 3)) : ℤ :=
  (if 0 ∈ S ∧ 1 ∈ S then 1 else 0) + (if 2 ∈ S then 1 else 0)

set_option maxRecDepth 10000 in
/-- The energy `dimerPlusSite` decouples over the disjoint parts `{0, 1}` and `{2}`; each part
has weight one and their union has weight zero. -/
theorem decouples_witness :
    Disjoint ({0, 1} : Finset (Fin 3)) {2} ∧ Decouples dimerPlusSite {0, 1} {2} ∧
      weight {0, 1} dimerPlusSite = 1 ∧ weight {2} dimerPlusSite = 1 ∧
      weight ({0, 1} ∪ {2}) dimerPlusSite = 0 := by
  unfold Decouples weight dimerPlusSite
  refine ⟨?_, ?_, ?_, ?_, ?_⟩ <;> decide

end LinkedCluster
```

```lean
#print axioms LinkedCluster.weight_eq_zero_of_sum_local
#print axioms LinkedCluster.decouples_iff
#print axioms LinkedCluster.weight_log_partition
```

```
'LinkedCluster.weight_eq_zero_of_sum_local' depends on axioms: [propext, Classical.choice, Quot.sound]
'LinkedCluster.decouples_iff' depends on axioms: [propext, Classical.choice, Quot.sound]
'LinkedCluster.weight_log_partition' depends on axioms: [propext, Classical.choice, Quot.sound]
```

## The theorems and the physics in them

Sites have type `α`, a cluster is a `Finset α`, and $P$ takes values in an abelian group `G`, for example $\mathbb R$. `weight c P` is $W_P(c)$, and `Decouples P A B` is the additivity condition.

`weight_disconnected` states that $W_P(A\cup B)=0$ for disjoint nonempty $A$ and $B$ over which $P$ decouples. `decouples_iff` gives a converse for disjoint parts: $P$ decouples exactly when $P(\emptyset)=0$ and every $T\subseteq A\cup B$ meeting both parts has zero weight. `weight_log_partition` takes $P=\log Z$ for a partition function $Z$ that is positive and satisfies $Z(S)=Z(S\cap A)\,Z(S\cap B)$ on all $S\subseteq A\cup B$.

The file contains no Hamiltonian and no graph, so "disconnected" means only that $P$ decouples, and this is assumed. It stands for a system in which no coupling joins $A$ to $B$: the Hamiltonian on $S$ is then a sum of commuting terms for the two parts, the ground-state energy adds when neither the total particle number nor the total magnetisation is fixed, and the unrestricted thermal trace factorises. The result is the combinatorial step that lets a site-based linked-cluster expansion, built from finite clusters, omit disconnected ones. It concerns sums over subsets, and the cancellation of disconnected Feynman diagrams, which shares the name, is a different statement. The thermodynamic limit and convergence are not treated.

## Why the weight vanishes

Take a site $a\notin c$. The subsets of $c\cup\{a\}$ come in pairs $S$ and $S\cup\{a\}$ with $S\subseteq c$, and their signs are $(-1)^{|c|+1-|S|}$ and $(-1)^{|c|-|S|}$. Hence
$$W_P(c\cup\{a\})=\sum_{S\subseteq c}(-1)^{|c|-|S|}\,\bigl[P(S\cup\{a\})-P(S)\bigr].$$
This is `weight_insert`: `Finset.sum_powerset_insert` makes the pairing, and `h1`, `h2` fix the two exponents.

Let $P(S)=f(S\cap A)$ for some function $f$ of clusters, and let $c\not\subseteq A$. Choose $a\in c\setminus A$ and write $c=d\cup\{a\}$ with $a\notin d$. Then $(S\cup\{a\})\cap A=S\cap A$, every bracket vanishes, and $W_P(c)=0$. In `weight_local` the set identity is `hins`.

The weight is linear in $P$. If $P(S)=\sum_i f_i(S\cap A_i)$ on the subsets of $c$, with finitely many regions $A_i$ of which none contains $c$, each term has zero weight. `weight_eq_zero_of_sum_local` exchanges the two sums in `hlin`; the regions may overlap.

Now let $A$ and $B$ be disjoint and let $T\subseteq A\cup B$ contain $a\in A$ and $b\in B$. Then $b\notin A$ gives $T\not\subseteq A$, and $a\notin B$ gives $T\not\subseteq B$. These are `hTA` and `hTB` in `weight_eq_zero_of_meets_both`, which splits $W_P(T)$ into the weights of $S\mapsto P(S\cap A)$ and $S\mapsto P(S\cap B)$ and applies `weight_local` twice. The choice $T=A\cup B$ gives `weight_disconnected`. For $\log Z$, `Real.log_mul` turns the product into a sum, with positivity supplying nonzero factors.

## From vanishing weights back to additivity

Decoupling at $S=\emptyset$ reads $P(\emptyset)=2P(\emptyset)$, so $P(\emptyset)=0$. For the converse define the defect $Q(U)=P(U)-P(U\cap A)-P(U\cap B)$ and use strong induction on $S\subseteq A\cup B$. If $S$ misses $B$, then $S\cap A=S$ and $Q(S)=-P(\emptyset)=0$, and likewise if $S$ misses $A$. If $S$ meets both, $W_Q(S)=0$, since $W_P(S)$ vanishes by hypothesis and the other two terms are local (`hQ`). By induction $Q(U)=0$ for $U\subsetneq S$ (`hz`), so only the term $U=S$ with sign $+1$ remains and $Q(S)=0$.

## Three sites

`dimerPlusSite` counts one unit of energy for a bond between sites $0$ and $1$ when both are present, and one unit for a local field on site $2$. `decouples_witness` checks by enumeration (`decide`) that it decouples over the disjoint parts $\{0,1\}$ and $\{2\}$, that each part has weight $1$, and that the union has weight $0$. Ordered by decreasing size, the last sum is $2-(1+1+1)+(0+0+1)-0=0$.

## Removing a hypothesis

The examples and the recursion below are worked by hand and are not theorems of the file. Let $\beta(S)=1$ if $0,1\in S$ and $\beta(S)=0$ otherwise, so that $W_\beta(\{0,1\})=1$.

- Without decoupling: $A=\{0\}$ and $B=\{1\}$ are joined by the bond, $\beta(\{0,1\})=1\neq 0+0$, and the weight is $1$.
- Without disjointness: $\beta$ decouples over $A=\{0\}$ and $B=\{0,1\}$, and the weight is again $1$, because $B$ contains the whole cluster.
- Without nonemptiness: $P(S)=|S|$ decouples over $A=\{0\}$ and $B=\emptyset$, and $W_P(\{0\})=1$.
- Without $P(\emptyset)=0$ in the converse: the constant $P=1$ has zero weight on every nonempty cluster, but $1\neq 1+1$.

## The step in a numerical expansion

The alternating sum inverts $P(c)=\sum_{S\subseteq c}W_P(S)$, so a code can evaluate $W_P(c)=P(c)-\sum_{S\subsetneq c}W_P(S)$ in order of increasing size, with $P(c)$ from exact diagonalisation. For an additive $P$ such as $\log Z$, disconnected $S$ have zero weight, and only connected clusters need to be enumerated and diagonalised. Applied to $Z$ itself, which multiplies, the omission is generally wrong: two uncoupled sites with single-site value $z$ and $Z(\emptyset)=1$ have weight $z^2-2z+1=(z-1)^2$.
